# Planar Einstein velocity addition is Möbius addition of half-rapidity velocities

To convert a velocity measured in a moving frame into the laboratory frame, when the two frames are related by a boost without rotation, a program can halve the rapidity of both velocities involved, combine the results by one complex division, and double the rapidity of the outcome. The theorems below show that this gives the Einstein sum for any two velocities below the speed of light in a common plane. In a simulation of particles that move in a fixed plane, slower than light, it can therefore serve to transform velocities under boosts within that plane.

Units are chosen so that $c=1$, and a planar velocity is a complex number whose real and imaginary parts are its Cartesian components. `normSq z` is the squared modulus $|z|^2$, so the condition `normSq u < 1` says that $u$ is slower than light.

In Lean 4 with Mathlib:

```lean
import Mathlib

open Complex (normSq)
open ComplexConjugate

namespace MoebiusVelocityAddition

noncomputable section
```

## Velocities as complex numbers

The scalar product is $u\cdot v=\operatorname{Re}(\bar u v)$, written in components.

```lean
/-- The Euclidean scalar product of two planar vectors written as complex numbers. -/
def dot (u v : ℂ) : ℝ := u.re * v.re + u.im * v.im
```

The Lorentz factor is $\gamma_u=1/\sqrt{1-|u|^2}$.

```lean
/-- The Lorentz factor of a planar velocity, in units where the speed of light is one. -/
def gamma (u : ℂ) : ℝ := 1 / √(1 - normSq u)
```

Let a frame move with velocity $u$ relative to the laboratory, its axes related to the laboratory axes by a boost without rotation. An object with velocity $v$ in that frame has the laboratory velocity

$$u\oplus v=\frac{1}{1+u\cdot v}\left(u+\frac{v}{\gamma_u}+\frac{\gamma_u}{1+\gamma_u}(u\cdot v)\,u\right).$$

This formula is taken as the definition; it is not derived here from Lorentz transformations.

```lean
/-- Einstein addition of planar velocities, in units where the speed of light is one. -/
def einsteinAdd (u v : ℂ) : ℂ :=
  ((1 / (1 + dot u v) : ℝ) : ℂ) *
    (u + ((1 / gamma u : ℝ) : ℂ) * v + ((gamma u / (1 + gamma u) * dot u v : ℝ) : ℂ) * u)
```

The Möbius sum is $a\star b=(a+b)/(1+\bar a b)$.

```lean
/-- Möbius addition `(a + b) / (1 + conj a * b)`. -/
def moebiusAdd (a b : ℂ) : ℂ := (a + b) / (1 + conj a * b)
```

Two maps connect the descriptions. The first is $D(z)=2z/(1+|z|^2)$.

```lean
/-- The map `D(z) = 2 z / (1 + |z|²)`. -/
def doubleRapidity (z : ℂ) : ℂ := ((2 / (1 + normSq z) : ℝ) : ℂ) * z
```

The second is $H(u)=\gamma_u u/(1+\gamma_u)$.

```lean
/-- The map `u ↦ γ u / (1 + γ)`, with `γ` the Lorentz factor of `u`. -/
def halfRapidity (u : ℂ) : ℂ := ((gamma u / (1 + gamma u) : ℝ) : ℂ) * u
```

## Doubling the rapidity

A velocity of rapidity $\varphi$ along a unit vector $n$ is $\tanh(\varphi)\,n$. For $z=\tanh(\varphi/2)\,n$, write $s=\sinh(\varphi/2)$ and $c=\cosh(\varphi/2)$ (here not the speed of light). Then

$$D(z)=\frac{2s/c}{1+s^2/c^2}\,n=\frac{2sc}{c^2+s^2}\,n=\frac{\sinh\varphi}{\cosh\varphi}\,n=\tanh(\varphi)\,n.$$

In the proof, `hT` is the double-angle formula and `h` is the simplification of the fraction.

```lean
/-- `D` sends the velocity of rapidity `φ / 2` along a unit vector `n` to the velocity of
rapidity `φ` along `n`. -/
theorem doubleRapidity_tanh (φ : ℝ) (n : ℂ) (hn : normSq n = 1) :
    doubleRapidity ((Real.tanh (φ / 2) : ℂ) * n) = (Real.tanh φ : ℂ) * n := by
  have hc : Real.cosh (φ / 2) ≠ 0 := (Real.cosh_pos _).ne'
  have hT : Real.tanh φ = 2 * Real.sinh (φ / 2) * Real.cosh (φ / 2) /
      (Real.cosh (φ / 2) ^ 2 + Real.sinh (φ / 2) ^ 2) := by
    rw [← Real.sinh_two_mul, ← Real.cosh_two_mul, ← Real.tanh_eq_sinh_div_cosh]
    congr 1
    ring
  have h : 2 / (1 + Real.tanh (φ / 2) * Real.tanh (φ / 2)) * Real.tanh (φ / 2)
      = Real.tanh φ := by
    rw [hT, Real.tanh_eq_sinh_div_cosh]
    generalize Real.cosh (φ / 2) = c at hc ⊢
    generalize Real.sinh (φ / 2) = s
    have hcs : c ^ 2 + s ^ 2 ≠ 0 := by positivity
    have h1 : 1 + s / c * (s / c) = (c ^ 2 + s ^ 2) / c ^ 2 := by
      field_simp
    rw [h1]
    field_simp
  rw [doubleRapidity, Complex.normSq_mul, Complex.normSq_ofReal, hn, mul_one, ← mul_assoc,
    ← Complex.ofReal_mul, h]
```

## The Möbius sum stays below the speed of light

Let $A=|a|^2$, $B=|b|^2$ and $d=a\cdot b$. Since $\operatorname{Re}(\bar a b)=d$, the squared modulus of the Möbius denominator is

$$M=|1+\bar a b|^2=1+2d+AB.$$

```lean
lemma normSq_den (a b : ℂ) :
    normSq (1 + conj a * b) = 1 + 2 * dot a b + normSq a * normSq b := by
  simp only [Complex.normSq_apply, dot, Complex.add_re, Complex.add_im, Complex.mul_re,
    Complex.mul_im, Complex.one_re, Complex.one_im, Complex.conj_re, Complex.conj_im]
  ring
```

For the numerator, $|a+b|^2=A+B+2d$.

```lean
lemma normSq_num (a b : ℂ) : normSq (a + b) = normSq a + normSq b + 2 * dot a b := by
  simp only [Complex.normSq_apply, dot, Complex.add_re, Complex.add_im]
  ring
```

From here on $A<1$ and $B<1$. Expanding the product shows that

$$M=|a+b|^2+(1-A)(1-B)>0.$$

The proof gives `nlinarith` the positive product $(1-A)(1-B)$.

```lean
lemma den_pos {a b : ℂ} (ha : normSq a < 1) (hb : normSq b < 1) :
    0 < 1 + 2 * dot a b + normSq a * normSq b := by
  have h := Complex.normSq_nonneg (a + b)
  rw [normSq_num] at h
  nlinarith [mul_pos (sub_pos.2 ha) (sub_pos.2 hb)]
```

A second denominator appears in both velocity sums:

$$K=(1+A)(1+B)+4d=M+|a+b|^2>0.$$

```lean
lemma common_pos {a b : ℂ} (ha : normSq a < 1) (hb : normSq b < 1) :
    0 < (1 + normSq a) * (1 + normSq b) + 4 * dot a b := by
  have h := Complex.normSq_nonneg (a + b)
  rw [normSq_num] at h
  nlinarith [den_pos ha hb]
```

Because $M-|a+b|^2=(1-A)(1-B)>0$, it follows that $|a\star b|^2=|a+b|^2/M<1$.

```lean
/-- The Möbius sum of two points of the open unit disc lies in the open unit disc. -/
theorem moebiusAdd_mem_disc {a b : ℂ} (ha : normSq a < 1) (hb : normSq b < 1) :
    normSq (moebiusAdd a b) < 1 := by
  rw [moebiusAdd, Complex.normSq_div, normSq_den, normSq_num, div_lt_one (den_pos ha hb)]
  nlinarith [mul_pos (sub_pos.2 ha) (sub_pos.2 hb)]
```

## One expression for both sums

The Lorentz factor of $D(a)$ follows from

$$1-|D(a)|^2=1-\frac{4A}{(1+A)^2}=\left(\frac{1-A}{1+A}\right)^2,$$

whose positive square root is $(1-A)/(1+A)$. Hence $\gamma_{D(a)}=(1+A)/(1-A)$.

```lean
/-- For `a` in the open unit disc, the Lorentz factor of `D(a)` is `(1 + |a|²) / (1 - |a|²)`. -/
theorem gamma_doubleRapidity {a : ℂ} (ha : normSq a < 1) :
    gamma (doubleRapidity a) = (1 + normSq a) / (1 - normSq a) := by
  have hp := Complex.normSq_nonneg a
  have h1 : 1 + normSq a ≠ 0 := by positivity
  have h : 1 - normSq (doubleRapidity a) = ((1 - normSq a) / (1 + normSq a)) ^ 2 := by
    rw [doubleRapidity, Complex.normSq_mul, Complex.normSq_ofReal]
    field_simp
    ring
  rw [gamma, h, Real.sqrt_sq (div_nonneg (by linarith) (by linarith)), one_div_div]
```

Since $D$ multiplies each vector by a real factor,

$$D(a)\cdot D(b)=\frac{4d}{(1+A)(1+B)}.$$

```lean
lemma dot_doubleRapidity (a b : ℂ) : dot (doubleRapidity a) (doubleRapidity b)
    = 2 / (1 + normSq a) * (2 / (1 + normSq b)) * dot a b := by
  simp only [dot, doubleRapidity, Complex.re_ofReal_mul, Complex.im_ofReal_mul]
  ring
```

On the Möbius side, multiply numerator and denominator by the conjugate $1+a\bar b$. The identity $a\bar b+\bar a b=2d$ gives $a^2\bar b=2d\,a-A\,b$, so the new numerator is

$$N=(a+b)(1+a\bar b)=a+b+a^2\bar b+B\,a=(1+B+2d)\,a+(1-A)\,b.$$

Thus $a\star b=N/M$. Also $1+|a\star b|^2=(M+|a+b|^2)/M=K/M$, and therefore

$$D(a\star b)=\frac{2M}{K}\,\frac{N}{M}=\frac{2N}{K}.$$

In the code, `hnum` computes $N$ by components, `hm` makes the denominator real, and `hQ` gives $K/M$.

```lean
lemma doubleRapidity_moebiusAdd {a b : ℂ} (ha : normSq a < 1) (hb : normSq b < 1) :
    doubleRapidity (moebiusAdd a b) =
      ((2 / ((1 + normSq a) * (1 + normSq b) + 4 * dot a b) : ℝ) : ℂ) *
        (((1 + normSq b + 2 * dot a b : ℝ) : ℂ) * a + ((1 - normSq a : ℝ) : ℂ) * b) := by
  have hM := (den_pos ha hb).ne'
  have hK := (common_pos ha hb).ne'
  -- make the denominator of the Möbius sum real
  have hnum : (a + b) * conj (1 + conj a * b) =
      ((1 + normSq b + 2 * dot a b : ℝ) : ℂ) * a + ((1 - normSq a : ℝ) : ℂ) * b := by
    apply Complex.ext <;>
    simp only [Complex.normSq_apply, dot, Complex.add_re, Complex.add_im, Complex.mul_re,
      Complex.mul_im, Complex.one_re, Complex.one_im, Complex.conj_re, Complex.conj_im,
      Complex.ofReal_re, Complex.ofReal_im] <;> ring
  have hm : moebiusAdd a b = ((1 / (1 + 2 * dot a b + normSq a * normSq b) : ℝ) : ℂ) *
      ((a + b) * conj (1 + conj a * b)) := by
    rw [moebiusAdd, div_eq_mul_inv, Complex.inv_def, normSq_den, one_div]
    ring
  have hQ : 1 + normSq (moebiusAdd a b) = ((1 + normSq a) * (1 + normSq b) + 4 * dot a b) /
      (1 + 2 * dot a b + normSq a * normSq b) := by
    rw [moebiusAdd, Complex.normSq_div, normSq_den, normSq_num, eq_div_iff hM, add_mul,
      div_mul_cancel₀ _ hM]
    ring
  rw [doubleRapidity, hQ, hm, hnum, ← mul_assoc, ← Complex.ofReal_mul]
  congr 2
  generalize (1 + normSq a) * (1 + normSq b) + 4 * dot a b = K at hK ⊢
  generalize 1 + 2 * dot a b + normSq a * normSq b = M at hM ⊢
  field_simp
```

On the Einstein side, put $u=D(a)$ and $v=D(b)$. Then

$$1+u\cdot v=\frac{K}{(1+A)(1+B)},\qquad \frac1{\gamma_u}=\frac{1-A}{1+A},\qquad \frac{\gamma_u}{1+\gamma_u}=\frac{1+A}{2}.$$

The bracket in the definition of $u\oplus v$ becomes

$$\frac{2a}{1+A}+\frac{1-A}{1+A}\,\frac{2b}{1+B}+\frac{2d}{1+B}\,\frac{2a}{1+A}=\frac{2N}{(1+A)(1+B)}.$$

Division by $1+u\cdot v$ leaves $2N/K$ again. The steps `he` and `hg` establish the first and third substitutions; the final comparison is made on real and imaginary parts.

```lean
lemma einsteinAdd_doubleRapidity {a b : ℂ} (ha : normSq a < 1) (hb : normSq b < 1) :
    einsteinAdd (doubleRapidity a) (doubleRapidity b) =
      ((2 / ((1 + normSq a) * (1 + normSq b) + 4 * dot a b) : ℝ) : ℂ) *
        (((1 + normSq b + 2 * dot a b : ℝ) : ℂ) * a + ((1 - normSq a : ℝ) : ℂ) * b) := by
  have hK := (common_pos ha hb).ne'
  have hp : 1 + normSq a ≠ 0 := by linarith [Complex.normSq_nonneg a] |> ne_of_gt
  have hq : 1 + normSq b ≠ 0 := by linarith [Complex.normSq_nonneg b] |> ne_of_gt
  have hr : 1 - normSq a ≠ 0 := (sub_pos.2 ha).ne'
  have he : 1 + 2 / (1 + normSq a) * (2 / (1 + normSq b)) * dot a b =
      ((1 + normSq a) * (1 + normSq b) + 4 * dot a b) /
        ((1 + normSq a) * (1 + normSq b)) := by
    field_simp
    ring
  have hg : (1 + normSq a) / (1 - normSq a) / (1 + (1 + normSq a) / (1 - normSq a)) =
      (1 + normSq a) / 2 := by
    have h2 : 1 + (1 + normSq a) / (1 - normSq a) = 2 / (1 - normSq a) := by
      field_simp
      ring
    rw [h2]
    field_simp
  rw [einsteinAdd, gamma_doubleRapidity ha, dot_doubleRapidity, he, hg]
  simp only [one_div_div, doubleRapidity]
  generalize (1 + normSq a) * (1 + normSq b) + 4 * dot a b = K at hK ⊢
  -- compare the two Cartesian components
  apply Complex.ext <;>
  simp only [Complex.re_ofReal_mul, Complex.im_ofReal_mul, Complex.add_re, Complex.add_im] <;>
  field_simp <;> ring
```

Equating the two results gives

$$D(a\star b)=D(a)\oplus D(b).$$

The theorem states this for all $a$ and $b$ in the open unit disc, together with the fact that $a\star b$ stays there. The proof chains the two preceding equalities through their common right-hand side.

```lean
/-- For `a`, `b` in the open unit disc the Möbius sum stays in the disc, and `D` turns it into
the Einstein sum of the velocities `D(a)` and `D(b)`. -/
theorem moebius_composes_half_rapidities {a b : ℂ} (ha : normSq a < 1) (hb : normSq b < 1) :
    normSq (moebiusAdd a b) < 1 ∧ doubleRapidity (moebiusAdd a b) =
      einsteinAdd (doubleRapidity a) (doubleRapidity b) :=
  ⟨moebiusAdd_mem_disc ha hb,
    (doubleRapidity_moebiusAdd ha hb).trans (einsteinAdd_doubleRapidity ha hb).symm⟩
```

## Adding two given velocities

To start from physical velocities, $D$ must be undone. Let $|u|<1$ and $\gamma=\gamma_u$. From $|u|^2=1-1/\gamma^2$,

$$|H(u)|^2=\frac{\gamma^2-1}{(1+\gamma)^2}=\frac{\gamma-1}{\gamma+1}<1.$$

Then $1+|H(u)|^2=2\gamma/(1+\gamma)$, so

$$D(H(u))=\frac{1+\gamma}{\gamma}\,\frac{\gamma}{1+\gamma}\,u=u.$$

The steps `hn` and `hc` carry out these two calculations. The map $H$ halves the rapidity: for $u=\tanh(\varphi)\,n$ with a unit vector $n$, the Lorentz factor is $\gamma=\cosh\varphi$, and $H(u)=\frac{\sinh\varphi}{1+\cosh\varphi}\,n=\tanh(\varphi/2)\,n$.

```lean
/-- For a velocity `u` below the speed of light, `γ u / (1 + γ)` lies in the open unit disc
and `D` sends it back to `u`. -/
theorem doubleRapidity_halfRapidity {u : ℂ} (hu : normSq u < 1) :
    normSq (halfRapidity u) < 1 ∧ doubleRapidity (halfRapidity u) = u := by
  have hg : 0 < gamma u := one_div_pos.2 (Real.sqrt_pos.2 (sub_pos.2 hu))
  have hs : (1 / gamma u) ^ 2 = 1 - normSq u := by
    rw [gamma, one_div_one_div, Real.sq_sqrt (sub_pos.2 hu).le]
  have hu' : normSq u = 1 - (1 / gamma u) ^ 2 := by linarith
  have hn : normSq (halfRapidity u) = (gamma u - 1) / (1 + gamma u) := by
    rw [halfRapidity, Complex.normSq_mul, Complex.normSq_ofReal, hu']
    generalize gamma u = g at hg ⊢
    have h1 : 1 + g ≠ 0 := by positivity
    field_simp
    ring
  refine ⟨by rw [hn, div_lt_one (by linarith)]; linarith, ?_⟩
  have hc : 2 / (1 + (gamma u - 1) / (1 + gamma u)) * (gamma u / (1 + gamma u)) = 1 := by
    generalize gamma u = g at hg ⊢
    have h1 : 1 + g ≠ 0 := by positivity
    have h2 : 1 + (g - 1) / (1 + g) = 2 * g / (1 + g) := by
      field_simp
      ring
    rw [h2]
    field_simp
  rw [doubleRapidity, hn, halfRapidity, ← mul_assoc, ← Complex.ofReal_mul, hc,
    Complex.ofReal_one, one_mul]
```

Setting $a=H(u)$ and $b=H(v)$ in the composition law gives the procedure described at the start:

$$u\oplus v=D\bigl(H(u)\star H(v)\bigr).$$

```lean
/-- The Einstein sum of two velocities below the speed of light is obtained by applying `u ↦ γ u /
(1 + γ)` to both, taking the Möbius sum and applying `D`. -/
theorem einsteinAdd_eq_moebius {u v : ℂ} (hu : normSq u < 1) (hv : normSq v < 1) :
    einsteinAdd u v = doubleRapidity (moebiusAdd (halfRapidity u) (halfRapidity v)) := by
  obtain ⟨hu1, hu2⟩ := doubleRapidity_halfRapidity hu
  obtain ⟨hv1, hv2⟩ := doubleRapidity_halfRapidity hv
  rw [(moebius_composes_half_rapidities hu1 hv1).2, hu2, hv2]
```

## Exchanging the two velocities

The two Möbius sums have the same numerator, so $a\star b=\omega\,(b\star a)$ with

$$\omega=\frac{1+\bar b a}{1+\bar a b}.$$

The numerator of $\omega$ is the conjugate of its denominator, hence $|\omega|=1$. Because $D$ rescales a vector by a factor depending only on its modulus, $D(\omega z)=\omega D(z)$, and

$$D(a)\oplus D(b)=\omega\,\bigl(D(b)\oplus D(a)\bigr).$$

The two orders therefore give the same speed and, unless the sum is zero, directions related by the rotation $\omega$. In the proof, `hw` gives the modulus of the phase and `hm` relates the Möbius sums; the composition law, applied in both orders, carries the relation over to the Einstein sums.

```lean
/-- For `a`, `b` in the open unit disc, the Einstein sum of `D(a)` and `D(b)`, in this order, is the
sum in the opposite order times the phase `(1 + conj b * a) / (1 + conj a * b)`, which has modulus
one. -/
theorem einsteinAdd_swap {a b : ℂ} (ha : normSq a < 1) (hb : normSq b < 1) :
    normSq ((1 + conj b * a) / (1 + conj a * b)) = 1 ∧
    einsteinAdd (doubleRapidity a) (doubleRapidity b) =
      (1 + conj b * a) / (1 + conj a * b) *
        einsteinAdd (doubleRapidity b) (doubleRapidity a) := by
  have hN : normSq (1 + conj a * b) ≠ 0 := by
    rw [normSq_den]
    exact (den_pos ha hb).ne'
  have hN' : 1 + conj b * a ≠ 0 := by
    intro h
    have h0 := den_pos hb ha
    rw [← normSq_den, h, map_zero] at h0
    exact lt_irrefl _ h0
  have hsymm : normSq (1 + conj b * a) = normSq (1 + conj a * b) := by
    rw [normSq_den, normSq_den, dot, dot]
    ring
  have hw : normSq ((1 + conj b * a) / (1 + conj a * b)) = 1 := by
    rw [Complex.normSq_div, hsymm, div_self hN]
  refine ⟨hw, ?_⟩
  -- the Möbius sums differ by the same phase, and `D` commutes with rotations
  have hm : moebiusAdd a b = (1 + conj b * a) / (1 + conj a * b) * moebiusAdd b a := by
    rw [moebiusAdd, moebiusAdd, div_mul_div_comm, mul_comm (1 + conj a * b),
      mul_div_mul_left _ _ hN', add_comm b a]
  rw [← (moebius_composes_half_rapidities ha hb).2,
    ← (moebius_composes_half_rapidities hb ha).2, hm, doubleRapidity, doubleRapidity,
    Complex.normSq_mul, hw, one_mul]
  ring

end

end MoebiusVelocityAddition
```

```lean
#print axioms MoebiusVelocityAddition.doubleRapidity_tanh
#print axioms MoebiusVelocityAddition.moebius_composes_half_rapidities
#print axioms MoebiusVelocityAddition.einsteinAdd_eq_moebius
#print axioms MoebiusVelocityAddition.einsteinAdd_swap
```

```
'MoebiusVelocityAddition.doubleRapidity_tanh' depends on axioms: [propext, Classical.choice, Quot.sound]
'MoebiusVelocityAddition.moebius_composes_half_rapidities' depends on axioms: [propext, Classical.choice, Quot.sound]
'MoebiusVelocityAddition.einsteinAdd_eq_moebius' depends on axioms: [propext, Classical.choice, Quot.sound]
'MoebiusVelocityAddition.einsteinAdd_swap' depends on axioms: [propext, Classical.choice, Quot.sound]
```
